# The translated n-bond clusters of a periodic ring sum to n times the ring Hamiltonian

On a finite periodic ring of `N` sites (`N` nonzero), each with `d` levels, the same two-site matrix `h` acts on every bond from a site to the next, and `ringH h N` is the sum of these terms. The theorem `cluster_average` takes a cluster of `n` consecutive bonds, starts it at each site of the ring in turn, and states that all the terms together add up to `n • ringH h N`. Here `h` is any complex matrix, not necessarily Hermitian, and `n` may be larger than `N`. The proof swaps the two sums, writes the right-hand side as a sum of `n` equal copies of `ringH h N`, and shows for each bond position `b` that shifting the sites by `b` only reorders the sum over the ring.

The first attempt, which Lean rejects:

```lean
import Mathlib

open Matrix
open scoped Classical ComplexOrder

namespace RingEnergyFromClusters

noncomputable section

variable {m : Type*} [Fintype m] {d : ℕ}

/-- The two-site matrix `h` acting on sites `i` and `j`, and as the identity on all others. -/
def bond {ι : Type*} (h : Matrix (Fin d × Fin d) (Fin d × Fin d) ℂ) (i j : ι) :
    Matrix (ι → Fin d) (ι → Fin d) ℂ := fun s t =>
  if ∀ k, k ≠ i → k ≠ j → s k = t k then h (s i, s j) (t i, t j) else 0

/-- The ring with `N` sites and a bond from each site to the next. -/
def ringH (h : Matrix (Fin d × Fin d) (Fin d × Fin d) ℂ) (N : ℕ) [NeZero N] :
    Matrix (ZMod N → Fin d) (ZMod N → Fin d) ℂ := ∑ j : ZMod N, bond h j (j + 1)

/-- The translated `n`-bond clusters on a ring add up to `n` times the ring Hamiltonian. -/
theorem cluster_average (h : Matrix (Fin d × Fin d) (Fin d × Fin d) ℂ) (n N : ℕ) [NeZero N] :
    ∑ j : ZMod N, ∑ b : Fin n, bond h (j + ((b.castSucc : ℕ) : ZMod N))
      (j + ((b.succ : ℕ) : ZMod N)) = n • ringH h N := by
  rw [Finset.sum_comm, ← Fin.sum_const]
  refine Finset.sum_congr rfl fun b _ => Eq.trans ?_
    ((Equiv.addRight ((b : ℕ) : ZMod N)).sum_comp (fun j => bond h j (j + 1)))
  exact Finset.sum_congr rfl fun j _ => by simp [add_assoc]

end

end RingEnergyFromClusters
```

Compiling this gives:

```
Main.lean:27:4: error: Application type mismatch: The argument
  Equiv.Perm.sum_comp (Equiv.addRight ↑↑b) ?m.85
has type
  ∀ (f : ZMod N → ?m.70),
    {a | (Equiv.addRight ↑↑b) a ≠ a} ⊆ ↑?m.85 → ∑ x ∈ ?m.85, f ((Equiv.addRight ↑↑b) x) = ∑ x ∈ ?m.85, f x
but is expected to have type
  ?m.64 = ringH h N
in the application
  Eq.trans ?m.66 (Equiv.Perm.sum_comp (Equiv.addRight ↑↑b) ?m.85)
Main.lean:27:50: error: Application type mismatch: The argument
  fun j => bond h j (j + 1)
has type
  ℕ → Matrix (ℕ → Fin d) (ℕ → Fin d) ℂ
but is expected to have type
  Finset (ZMod N)
in the application
  Equiv.Perm.sum_comp (Equiv.addRight ↑↑b) fun j => bond h j (j + 1)
```

Diagnosis. The shift `Equiv.addRight` is a permutation of `ZMod N`, of type `Equiv.Perm`, so the dot notation `.sum_comp` picked `Equiv.Perm.sum_comp` and not the intended `Equiv.sum_comp`. The chosen lemma takes a finite set before the function, and also needs a proof that the set contains every point the permutation moves.

Both messages follow from this. The first says that the term given to `Eq.trans` is still a statement awaiting a function and that proof, where an equation ending in `ringH h N` is needed. The second says that the function `fun j => bond h j (j + 1)` stands where a `Finset (ZMod N)` is expected. With no function type expected there, Lean took `j` to be a natural number.

The repair calls `Equiv.sum_comp` by its full name. This lemma sums over the whole finite type, takes the function directly and gives the equation needed. The annotation `j : ZMod N` is mere tidying, since the shift already fixes that type.

The change, after which it compiles:

```diff
@@ -25,5 +25,5 @@
   rw [Finset.sum_comm, ← Fin.sum_const]
   refine Finset.sum_congr rfl fun b _ => Eq.trans ?_
-    ((Equiv.addRight ((b : ℕ) : ZMod N)).sum_comp (fun j => bond h j (j + 1)))
+    (Equiv.sum_comp (Equiv.addRight ((b : ℕ) : ZMod N)) (fun j : ZMod N => bond h j (j + 1)))
   exact Finset.sum_congr rfl fun j _ => by simp [add_assoc]
 
```
